# One-point Dyson iteration at constant screened interaction: convergence from the bare propagator for 0 < u < 3/4, only exact landing on y₊ for u > 3/4

When a self-consistent loop for the propagator keeps oscillating, the output alone does not tell whether the Dyson equation lacks a solution or the update rule fails to reach one. These are different faults: the first lies in the equation, the second in the way it is iterated. In the model below, the equation has a positive solution y₊ at every coupling u > 0. The update studied here puts the current propagator into the whole right-hand side of the Dyson equation. From the bare propagator it converges to y₊ if u < 3/4. If u > 3/4, an orbit can converge to y₊ only by being equal to it after finitely many steps.

## Hedin's equations with numbers in place of functions

Replace every function of space and time by one real number. The bare propagator is 1, the dressed propagator is y, and the vertex is 1, as in GW. The screened interaction is a constant u > 0: it stands for a W that is computed once and then held fixed while the propagator is updated, with signs and factors of i absorbed. The self-energy is then

Σ(y) = −u y.

In Lean 4 with Mathlib:

```lean
import Mathlib

open Filter Topology Set

namespace HedinOnePoint

noncomputable section

/-- The self-energy of the one-point model: minus the constant screened interaction `u`
times the propagator `y`. -/
def selfEnergy (u y : ℝ) : ℝ := -(u * y)
```

The Dyson equation y = 1 + Σ(y) y becomes an iteration when the current y is put into its right-hand side:

y ↦ 1 + Σ(y) y = 1 − u y².

```lean
/-- One undamped Dyson update, with bare propagator 1: `y ↦ 1 + Σ(y) y = 1 - u y²`. -/
def dysonStep (u y : ℝ) : ℝ := 1 + selfEnergy u y * y
```

Here `dysonStep u` is a map from the reals to the reals, and `(dysonStep u)^[n] y` is the propagator yₙ after n updates from the start y₀ = y. No mixing with the previous value takes place.

The fixed points solve u y² + y − 1 = 0. The positive root is

y₊ = (√(1+4u) − 1)/(2u).

```lean
/-- The dressed propagator `y+ = (√(1+4u) - 1)/(2u)`, for coupling `u > 0`. -/
def yPlus (u : ℝ) : ℝ := (Real.sqrt (1 + 4 * u) - 1) / (2 * u)
```

## The dressed propagator lies between 0 and 1

Write s = √(1+4u). Then s > 1, so y₊ > 0. From 2u y₊ + 1 = s, squaring gives

4u² y₊² + 4u y₊ + 1 = 1 + 4u,

and division by 4u gives u y₊² + y₊ = 1, the Dyson equation. Hence y₊ = 1 − u y₊² < 1.

```lean
variable {u : ℝ}

/-- For `u > 0` the dressed propagator solves the Dyson equation and lies strictly
between 0 and the bare value 1. -/
theorem yPlus_spec (hu : 0 < u) :
    dysonStep u (yPlus u) = yPlus u ∧ 0 < yPlus u ∧ yPlus u < 1 := by
  have hs : Real.sqrt (1 + 4 * u) ^ 2 = 1 + 4 * u := Real.sq_sqrt (by linarith)
  have hs1 : 1 < Real.sqrt (1 + 4 * u) := by
    nlinarith [Real.sqrt_nonneg (1 + 4 * u)]
  have h0 : 0 < yPlus u := div_pos (by linarith) (by linarith)
  have hp : 2 * u * yPlus u = Real.sqrt (1 + 4 * u) - 1 :=
    mul_div_cancel₀ _ (by positivity)
  have hfix : dysonStep u (yPlus u) = yPlus u := by
    have h4 : 4 * u ≠ 0 := by positivity
    apply mul_left_cancel₀ h4
    simp only [dysonStep, selfEnergy]
    linear_combination
      (-(2 * u * yPlus u + Real.sqrt (1 + 4 * u) + 1)) * hp - hs
  refine ⟨hfix, h0, ?_⟩
  simp only [dysonStep, selfEnergy] at hfix
  nlinarith [mul_pos hu (mul_pos h0 h0)]
```

In the code, `hs` is the square of the root and `hp` is the relation 2u y₊ = s − 1. The `linear_combination` step combines them into the Dyson equation multiplied by 4u.

## The exact error factor

Subtract y₊ = 1 − u y₊² from the update:

(1 − u y²) − y₊ = −u (y² − y₊²) = −u (y + y₊)(y − y₊).

This is an identity for every real y, with no linearisation.

```lean
/-- For `u > 0`, one Dyson update multiplies the error `y - y+` by exactly
`-u (y + y+)`. -/
theorem dysonStep_sub (hu : 0 < u) (y : ℝ) :
    dysonStep u y - yPlus u = -(u * (y + yPlus u)) * (y - yPlus u) := by
  have h := (yPlus_spec hu).1
  simp only [dysonStep, selfEnergy] at h ⊢
  linear_combination h
```

With eₙ = yₙ − y₊ it reads eₙ₊₁ = −u (yₙ + y₊) eₙ. For positive propagators the error changes sign at each step, which is the oscillation seen in the loop.

## The slope reaches size 1 at u = 3/4

At y₊ the derivative of the update is −2u y₊. Put q = u y₊. Multiplying the Dyson equation by u gives u = q + q², so

u − 3/4 = (q − 1/2)(q + 3/2) = (2q − 1)(q + 3/2)/2.

The last factor is positive, so 2q − 1 and u − 3/4 have the same sign.

```lean
/-- For `u > 0` the Dyson update has slope `-2u y+` at the dressed propagator; the size of
this slope is below 1 exactly for `u < 3/4` and above 1 exactly for `u > 3/4`. -/
theorem slope_threshold (hu : 0 < u) :
    HasDerivAt (dysonStep u) (-(2 * u * yPlus u)) (yPlus u) ∧
    (2 * u * yPlus u < 1 ↔ u < 3 / 4) ∧ (1 < 2 * u * yPlus u ↔ 3 / 4 < u) := by
  obtain ⟨h, h0, -⟩ := yPlus_spec hu
  simp only [dysonStep, selfEnergy] at h
  have hc : 0 < (u * yPlus u + 3 / 2) / 2 := by positivity
  have key : u - 3 / 4 = (2 * u * yPlus u - 1) * ((u * yPlus u + 3 / 2) / 2) := by
    linear_combination u * h
  refine ⟨?_, ⟨fun h1 => ?_, fun h1 => ?_⟩, ⟨fun h1 => ?_, fun h1 => ?_⟩⟩
  · have hf : dysonStep u = fun y => 1 - u * (y * y) := by
      funext y
      simp only [dysonStep, selfEnergy]
      ring
    rw [hf]
    exact ((((hasDerivAt_id' (yPlus u)).fun_mul
      (hasDerivAt_id' (yPlus u))).const_mul u).const_sub 1).congr_deriv (by ring)
  · nlinarith [mul_pos (sub_pos.2 h1) hc]
  · by_contra hn
    nlinarith [mul_nonneg (sub_nonneg.2 (not_lt.1 hn)) hc.le]
  · nlinarith [mul_pos (sub_pos.2 h1) hc]
  · by_contra hn
    nlinarith [mul_nonneg (sub_nonneg.2 (not_lt.1 hn)) hc.le]
```

The theorem states the derivative and two equivalences: 2u y₊ < 1 exactly when u < 3/4, and 2u y₊ > 1 exactly when u > 3/4. The factorisation is `key`, and the `nlinarith` calls read off the signs.

## Orbits that stay in [0,1]

A slope gives information only near y₊, whereas the bare value 1 may be far away. For a global statement the orbit has to be confined. If 0 < u ≤ 1 and 0 ≤ y ≤ 1, then 0 ≤ u y² ≤ 1, so 1 − u y² is again in [0,1]. Induction on the number of steps does the rest.

```lean
/-- For `0 < u ≤ 1`, an orbit that starts in `[0,1]` stays in `[0,1]`. -/
theorem iterate_mem (hu : 0 < u) (hu1 : u ≤ 1) {y : ℝ} (hy : y ∈ Icc (0 : ℝ) 1) (n : ℕ) :
    (dysonStep u)^[n] y ∈ Icc (0 : ℝ) 1 := by
  induction n with
  | zero => exact hy
  | succ n ih =>
    rw [Function.iterate_succ_apply']
    generalize (dysonStep u)^[n] y = z at ih
    obtain ⟨hz0, hz1⟩ := ih
    have h0 : 0 ≤ z * z := mul_nonneg hz0 hz0
    have h1 : z * z ≤ 1 := by nlinarith
    simp only [dysonStep, selfEnergy]
    constructor
    · nlinarith [mul_nonneg h0 (sub_nonneg.2 hu1)]
    · nlinarith [mul_nonneg hu.le h0]
```

`Icc (0 : ℝ) 1` is the closed interval [0,1].

## Two steps contract where one may not

At u = 0.7 the first step from y = 1 multiplies the error by about −1.17, although u is below the threshold. Two steps together do better. Let x = u y. The second error factor has size

u(1 − u y² + y₊) = u − x² + q = q² + 2q − x²,

and the first has size x + q, so the two-step factor is

F = (q² + 2q − x²)(x + q).

Both factors are non-negative on [0,1]. Let d = 5/4 − 2q − q², which is positive because q < 1/2. Writing q² + 2q = 5/4 − d and replacing q by 1/2 in the factor x + q gives

F ≤ (5/4 − x² − d)(x + 1/2).

The identity

1 − (x + 1/2)(5/4 − x²) = (x − 1/2)²(x + 3/2)

turns this into

F ≤ 1 − (x − 1/2)²(x + 3/2) − d(x + 1/2) ≤ 1 − d/2.

The number k = 1 − d/2 is below 1 and does not depend on y.

```lean
/-- For `0 < u < 3/4`, two successive Dyson updates shrink the distance to `y+` by a
factor `k < 1` that is the same for all propagators in `[0,1]`. -/
theorem two_step_contraction (hu : 0 < u) (hu3 : u < 3 / 4) :
    ∃ k : ℝ, 0 ≤ k ∧ k < 1 ∧ ∀ y ∈ Icc (0 : ℝ) 1,
      |dysonStep u (dysonStep u y) - yPlus u| ≤ k * |y - yPlus u| := by
  obtain ⟨h, h0, -⟩ := yPlus_spec hu
  have hq0 : 0 < u * yPlus u := mul_pos hu h0
  have hq1 : u * yPlus u < 1 / 2 := by linarith [(slope_threshold hu).2.1.2 hu3]
  -- the cubic bound, tight at x = q = 1/2
  have key : ∀ x q : ℝ, 0 ≤ x → 0 ≤ q → q ≤ 1 / 2 → 0 ≤ q ^ 2 + 2 * q - x ^ 2 →
      (q ^ 2 + 2 * q - x ^ 2) * (x + q) ≤ 1 - (5 / 4 - 2 * q - q ^ 2) / 2 := by
    intro x q hx hq hq' hA
    have hd : 0 ≤ 5 / 4 - 2 * q - q ^ 2 := by nlinarith
    have hx3 : 0 ≤ x + 3 / 2 := by linarith
    nlinarith [mul_nonneg hA (sub_nonneg.2 hq'),
      mul_nonneg (sq_nonneg (x - 1 / 2)) hx3, mul_nonneg hd hx]
  refine ⟨1 - (5 / 4 - 2 * (u * yPlus u) - (u * yPlus u) ^ 2) / 2,
    by nlinarith, by nlinarith, fun y hy => ?_⟩
  have hf : dysonStep u y ∈ Icc (0 : ℝ) 1 := iterate_mem hu (by linarith) hy 1
  have he : dysonStep u (dysonStep u y) - yPlus u =
      (u * (dysonStep u y + yPlus u)) * (u * (y + yPlus u)) * (y - yPlus u) := by
    rw [dysonStep_sub hu, dysonStep_sub hu]
    ring
  have hA0 : 0 ≤ u * (dysonStep u y + yPlus u) :=
    mul_nonneg hu.le (by linarith [hf.1])
  have hB0 : 0 ≤ u * (y + yPlus u) := mul_nonneg hu.le (by linarith [hy.1])
  have hA : u * (dysonStep u y + yPlus u) =
      (u * yPlus u) ^ 2 + 2 * (u * yPlus u) - (u * y) ^ 2 := by
    simp only [dysonStep, selfEnergy] at h ⊢
    linear_combination u * h
  rw [he, abs_mul, abs_of_nonneg (mul_nonneg hA0 hB0)]
  refine mul_le_mul_of_nonneg_right ?_ (abs_nonneg _)
  rw [hA] at hA0 ⊢
  rw [mul_add u y]
  exact key _ _ (mul_nonneg hu.le hy.1) hq0.le hq1.le hA0
```

The inner `key` is the bound on F; its `nlinarith` call receives the three non-negative products used above. The equation `he` applies the exact error factor twice, and `hA` rewrites the second factor in terms of q and x.

## Weak coupling: convergence from the bare propagator

All errors on [0,1] have size at most 1, and every second step gains a factor k. Therefore

|eₙ| ≤ k^⌊n/2⌋ → 0.

```lean
/-- Weak coupling: for `0 < u < 3/4` the undamped iteration converges to `y+` from every
start in `[0,1]`, the bare propagator 1 included. -/
theorem tendsto_of_weak (hu : 0 < u) (hu3 : u < 3 / 4) {y : ℝ} (hy : y ∈ Icc (0 : ℝ) 1) :
    Tendsto (fun n => (dysonStep u)^[n] y) atTop (𝓝 (yPlus u)) := by
  obtain ⟨k, hk0, hk1, hc⟩ := two_step_contraction hu hu3
  obtain ⟨-, h0, h1⟩ := yPlus_spec hu
  have hm := iterate_mem hu (by linarith) hy
  have hone : ∀ n, |(dysonStep u)^[n] y - yPlus u| ≤ 1 := fun n =>
    abs_le.2 ⟨by linarith [(hm n).1], by linarith [(hm n).2]⟩
  -- the error gains a factor k every second step
  have hb : ∀ n, |(dysonStep u)^[n] y - yPlus u| ≤ k ^ (n / 2) ∧
      |(dysonStep u)^[n + 1] y - yPlus u| ≤ k ^ ((n + 1) / 2) := by
    intro n
    induction n with
    | zero => exact ⟨by simpa using hone 0, by simpa using hone 1⟩
    | succ n ih =>
      refine ⟨ih.2, ?_⟩
      have e : (n + 1 + 1) / 2 = n / 2 + 1 := by omega
      rw [e, pow_succ', Function.iterate_succ_apply', Function.iterate_succ_apply']
      exact (hc _ (hm n)).trans (mul_le_mul_of_nonneg_left ih.1 hk0)
  have hhalf : Tendsto (fun n : ℕ => n / 2) atTop atTop :=
    tendsto_atTop_atTop.2 fun b => ⟨2 * b, fun n hn => by show b ≤ n / 2; omega⟩
  exact tendsto_iff_norm_sub_tendsto_zero.2 (squeeze_zero (fun n => norm_nonneg _)
    (fun n => (hb n).1) ((tendsto_pow_atTop_nhds_zero_of_lt_one hk0 hk1).comp hhalf))
```

In words: for 0 < u < 3/4 and any start in [0,1], the sequence yₙ tends to y₊. The choice y = 1 is the bare propagator. The induction `hb` carries the bounds for n and n + 1 together, since the contraction links steps two apart, and `n / 2` is division rounded down.

For a numerical instance take u = 5/16, where √(1+4u) = 3/2 and y₊ = 4/5. The orbit from 1 is

1, 0.6875, 0.8523, 0.7730, …

with errors 0.2, −0.1125, 0.0523, −0.0270. Their ratios are close to the slope −2u y₊ = −1/2.

## Strong coupling: convergence only by exact landing

Let u > 3/4 and suppose yₙ → y₊. Then

u(yₙ + y₊) → 2u y₊ > 1,

so from some step N on the error factor has size above 1. If eₙ ≠ 0 for some n ≥ N, then |eₙ₊ₘ| ≥ |eₙ| > 0 for every m, and the errors cannot tend to 0. Hence eₙ = 0 for all n ≥ N.

```lean
/-- Strong coupling: for `u > 3/4`, any real orbit of the undamped iteration that converges
to `y+` is equal to `y+` from some step on. -/
theorem eventually_eq_of_strong (hu3 : 3 / 4 < u) {y : ℝ}
    (h : Tendsto (fun n => (dysonStep u)^[n] y) atTop (𝓝 (yPlus u))) :
    ∃ N, ∀ n ≥ N, (dysonStep u)^[n] y = yPlus u := by
  have hu : 0 < u := by linarith
  have hs := (slope_threshold hu).2.2.2 hu3
  have hl : 1 < u * (yPlus u + yPlus u) := by linarith
  obtain ⟨N, hN⟩ := eventually_atTop.1
    (((h.add_const (yPlus u)).const_mul u).eventually_const_lt hl)
  refine ⟨N, fun n hn => ?_⟩
  by_contra hne
  -- close to y+ a non-zero error can no longer shrink
  have grow : ∀ m, |(dysonStep u)^[n] y - yPlus u| ≤
      |(dysonStep u)^[n + m] y - yPlus u| := by
    intro m
    induction m with
    | zero => exact le_rfl
    | succ m ih =>
      have e : n + (m + 1) = (n + m) + 1 := rfl
      rw [e, Function.iterate_succ_apply' (dysonStep u) (n + m), dysonStep_sub hu,
        abs_mul, abs_neg]
      exact ih.trans (le_mul_of_one_le_left (abs_nonneg _)
        ((hN (n + m) (by omega)).le.trans (le_abs_self _)))
  obtain ⟨M, hM⟩ := Metric.tendsto_atTop.1 h _ (abs_pos.2 (sub_ne_zero.2 hne))
  have hlt := hM (n + M) (by omega)
  rw [Real.dist_eq] at hlt
  exact absurd hlt (not_lt_of_ge (grow M))
```

The start may be any real number. `grow` is the statement that errors no longer shrink; the last lines set it against the definition of the limit, with |eₙ| itself as the tolerance.

Exact landing does occur. At u = 2, where y₊ = 1/2, the start −1/2 is sent to 1/2 in one step. Convergence to y₊ at strong coupling is therefore possible, but only by exact landing.

## No landing from [0,1] when 3/4 < u ≤ 1

An orbit can arrive at y₊ from a different value only if the error factor vanishes, which means yₙ = −y₊. For u ≤ 1 an orbit that starts in [0,1] stays there and never meets this negative number. So the start y₊ is the only one in [0,1] whose orbit converges to y₊.

```lean
/-- For `3/4 < u ≤ 1` the undamped iteration does not converge to `y+` from any start in
`[0,1]` other than `y+` itself. -/
theorem not_tendsto_of_strong (hu3 : 3 / 4 < u) (hu1 : u ≤ 1) {y : ℝ}
    (hy : y ∈ Icc (0 : ℝ) 1) (hne : y ≠ yPlus u) :
    ¬ Tendsto (fun n => (dysonStep u)^[n] y) atTop (𝓝 (yPlus u)) := by
  intro h
  have hu : 0 < u := by linarith
  have hn : ∀ n, (dysonStep u)^[n] y ≠ yPlus u := by
    intro n
    induction n with
    | zero => exact hne
    | succ n ih =>
      intro hn
      rw [Function.iterate_succ_apply'] at hn
      have e := dysonStep_sub hu ((dysonStep u)^[n] y)
      rw [hn, sub_self] at e
      have hpos : 0 < u * ((dysonStep u)^[n] y + yPlus u) :=
        mul_pos hu (by linarith [(iterate_mem hu hu1 hy n).1, (yPlus_spec hu).2.1])
      rcases mul_eq_zero.1 e.symm with h1 | h1
      · linarith
      · exact ih (sub_eq_zero.1 h1)
  obtain ⟨N, hN⟩ := eventually_eq_of_strong hu3 h
  exact hn N (hN N le_rfl)


end

end HedinOnePoint
```

The induction `hn` shows that no iterate equals y₊, which contradicts the previous theorem. In particular the bare start fails for 3/4 < u ≤ 1. At u = 1 it gives 1, 0, 1, 0, … for ever, while y₊ ≈ 0.618.

The bound u ≤ 1 cannot be relaxed to u ≤ 2: at u = 2 the start √3/2 goes to −1/2 and then to 1/2. The bare start at u = 2 behaves differently again. It goes to −1 and stays there, at the negative root of the same Dyson equation.

```lean
#print axioms HedinOnePoint.dysonStep_sub
-- 'HedinOnePoint.dysonStep_sub' depends on axioms: [propext, Classical.choice, Quot.sound]
#print axioms HedinOnePoint.tendsto_of_weak
-- 'HedinOnePoint.tendsto_of_weak' depends on axioms: [propext, Classical.choice, Quot.sound]
#print axioms HedinOnePoint.not_tendsto_of_strong
-- 'HedinOnePoint.not_tendsto_of_strong' depends on axioms: [propext, Classical.choice, Quot.sound]
```

## What the threshold does and does not say about self-consistent GW

In this one-point model with fixed W, the loop y ↦ 1 − u y² can fail to converge to y₊ although y₊ solves the equation that it iterates. This is not a prediction for self-consistent GW calculations. The value 3/4 belongs to the model. Frequency dependence, orbitals, vertex corrections and the feedback of the propagator on W are all absent, and the borderline u = 3/4 is left undecided by the theorems.

Self-consistent GW calculations usually update differently: they solve the Dyson equation for the new propagator at fixed self-energy. In the one-point model that update is

y ↦ 1/(1 − Σ(y)) = 1/(1 + u y).

This map has the same fixed points, but its slope at y₊ is −u y₊² = −(1 − y₊), whose size is below 1 for every u > 0. The local instability at 3/4 would then disappear, so the threshold is a property of the chosen update and not of the Dyson equation. The code treats only the update 1 − u y².
